# The free Dirac matrix has no eigenvalue strictly between −2c² and 0

For a complex m × n matrix X and c > 0, the free Dirac matrix H = [[0, cX\*], [cX, −2c²]] has no eigenvalue strictly between −2c² and 0. Its eigenspace at −2c² consists of the purely small vectors (0, w) with X\*w = 0, and has dimension m − rank X, which is at least m − n.

```lean
import Mathlib

open Matrix
open scoped ComplexOrder

namespace FreeDiracGap

noncomputable section

/-- The weight of a spinor component: the sum of the squared moduli of its coefficients. -/
def weight {k : Type*} [Fintype k] (v : k → ℂ) : ℝ := ∑ i, ‖v i‖ ^ 2

variable {m n : Type*} [Fintype m] [Fintype n] [DecidableEq m]

/-- The free Dirac matrix `[[0, c X*], [c X, -2c²]]`, with large components indexed by `n`
and small components indexed by `m`. -/
def freeDirac (c : ℝ) (X : Matrix m n ℂ) : Matrix (n ⊕ m) (n ⊕ m) ℂ :=
  fromBlocks 0 ((c : ℂ) • Xᴴ) ((c : ℂ) • X) ((-2 * (c : ℂ) ^ 2) • (1 : Matrix m m ℂ))

/-- The eigenspace of the free Dirac matrix at the energy `-2c²`. -/
def lowerEdgeSpace (c : ℝ) (X : Matrix m n ℂ) : Submodule ℂ (n ⊕ m → ℂ) :=
  Module.End.eigenspace (freeDirac c X).mulVecLin ((-2 * c ^ 2 : ℝ) : ℂ)

/-- The linear map that sends `w` to the purely small spinor `(0, w)`. -/
def smallEmbed (m n : Type*) : (m → ℂ) →ₗ[ℂ] (n ⊕ m → ℂ) where
  toFun w := Sum.elim 0 w
  map_add' a b := by ext i; rcases i with i | i <;> simp
  map_smul' a b := by ext i; rcases i with i | i <;> simp

omit [Fintype n] [DecidableEq m] in
/-- The product of a component with its own conjugate is its weight. -/
theorem star_dot_self (v : m → ℂ) : star v ⬝ᵥ v = ((weight v : ℝ) : ℂ) := by
  simp only [dotProduct, weight, Complex.ofReal_sum, Pi.star_apply]
  refine Finset.sum_congr rfl fun i _ => ?_
  rw [Complex.ofReal_pow]
  exact Complex.conj_mul' _

omit [Fintype n] [DecidableEq m] in
/-- A component of zero weight vanishes. -/
theorem eq_zero_of_weight (v : m → ℂ) (h : weight v = 0) : v = 0 := by
  unfold weight at h
  funext i
  have hi := (Finset.sum_eq_zero_iff_of_nonneg
    (fun i _ => sq_nonneg ‖v i‖)).1 h i (Finset.mem_univ i)
  simpa using hi

/-- The eigenvalue equation of the free Dirac matrix is a pair of coupled equations for the
large component `v` and the small component `w`. -/
theorem eigen_iff (c : ℝ) (X : Matrix m n ℂ) (E : ℂ) (v : n → ℂ) (w : m → ℂ) :
    freeDirac c X *ᵥ Sum.elim v w = E • Sum.elim v w ↔
      (c : ℂ) • (Xᴴ *ᵥ w) = E • v ∧ (c : ℂ) • (X *ᵥ v) = (E + 2 * (c : ℂ) ^ 2) • w := by
  rw [freeDirac, fromBlocks_mulVec]
  simp only [Sum.elim_comp_inl, Sum.elim_comp_inr, zero_mulVec, zero_add, smul_mulVec,
    one_mulVec, funext_iff, Sum.forall, Sum.elim_inl, Sum.elim_inr, Pi.add_apply,
    Pi.smul_apply, smul_eq_mul]
  exact and_congr Iff.rfl (forall_congr' fun i =>
    ⟨fun h => by linear_combination h, fun h => by linear_combination h⟩)

/-- In a solution of real energy `E`, the weights of the large and small components are related
by `E ‖v‖² = (E + 2c²) ‖w‖²`. -/
theorem weight_balance (c : ℝ) (X : Matrix m n ℂ) (E : ℝ) (v : n → ℂ) (w : m → ℂ)
    (h : freeDirac c X *ᵥ Sum.elim v w = (E : ℂ) • Sum.elim v w) :
    E * weight v = (E + 2 * c ^ 2) * weight w := by
  obtain ⟨h1, h2⟩ := (eigen_iff c X E v w).1 h
  have hE : ((E + 2 * c ^ 2 : ℝ) : ℂ) = (E : ℂ) + 2 * (c : ℂ) ^ 2 := by simp
  rw [← hE] at h2
  -- both equations contain the same coupling term `c v* X* w`
  have e1 := congrArg (fun z => star v ⬝ᵥ z) h1
  have e2 := congrArg (fun z => star z ⬝ᵥ w) h2
  simp only [dotProduct_smul, smul_eq_mul, star_dot_self, dotProduct_mulVec] at e1
  simp only [star_smul, smul_dotProduct, star_mulVec, smul_eq_mul, Complex.star_def,
    Complex.conj_ofReal, star_dot_self] at e2
  exact_mod_cast e1.symm.trans e2

/-- Away from `E = -2c²`, the eigenvalue equation is equivalent to exact kinetic balance of the
small component together with `c² X*X v = E (E + 2c²) v` for the large one. -/
theorem kinetic_balance_iff (c : ℝ) (X : Matrix m n ℂ) (E : ℂ) (v : n → ℂ) (w : m → ℂ)
    (hE : E + 2 * (c : ℂ) ^ 2 ≠ 0) :
    freeDirac c X *ᵥ Sum.elim v w = E • Sum.elim v w ↔
      w = ((c : ℂ) / (E + 2 * (c : ℂ) ^ 2)) • (X *ᵥ v) ∧
      ((c : ℂ) ^ 2) • ((Xᴴ * X) *ᵥ v) = (E * (E + 2 * (c : ℂ) ^ 2)) • v := by
  rw [eigen_iff]
  generalize E + 2 * (c : ℂ) ^ 2 = D at hE ⊢
  constructor
  · rintro ⟨h1, h2⟩
    refine ⟨by rw [div_eq_inv_mul, mul_smul, h2, smul_smul, inv_mul_cancel₀ hE, one_smul], ?_⟩
    calc ((c : ℂ) ^ 2) • ((Xᴴ * X) *ᵥ v) = (c : ℂ) • (Xᴴ *ᵥ ((c : ℂ) • (X *ᵥ v))) := by
          rw [mulVec_smul, smul_smul, mulVec_mulVec, sq]
      _ = D • ((c : ℂ) • (Xᴴ *ᵥ w)) := by rw [h2, mulVec_smul, smul_comm]
      _ = (E * D) • v := by rw [h1, smul_smul, mul_comm E]
  · rintro ⟨hw, h⟩
    have a1 : D * ((c : ℂ) / D) = c := by field_simp
    have a2 : (c : ℂ) * ((c : ℂ) / D) = D⁻¹ * (c : ℂ) ^ 2 := by ring
    have a3 : D⁻¹ * (E * D) = E := by field_simp
    constructor
    · rw [hw, mulVec_smul, mulVec_mulVec, smul_smul, a2, mul_smul, h, smul_smul, a3]
    · rw [hw, smul_smul, a1]

/-- The eigenvectors at `-2c²`, with zero included, are exactly the purely small spinors `(0, w)`
with `X* w = 0`. -/
theorem mem_lowerEdgeSpace_iff (c : ℝ) (hc : 0 < c) (X : Matrix m n ℂ) (u : n ⊕ m → ℂ) :
    u ∈ lowerEdgeSpace c X ↔
      ∃ w : m → ℂ, Xᴴ *ᵥ w = 0 ∧ u = Sum.elim (0 : n → ℂ) w := by
  rw [lowerEdgeSpace, Module.End.mem_eigenspace_iff, mulVecLin_apply]
  constructor
  · intro h
    obtain ⟨v, w, rfl⟩ : ∃ v w, u = Sum.elim v w := ⟨_, _, (Sum.elim_comp_inl_inr u).symm⟩
    have hb := weight_balance c X _ v w h
    have hz : (-2 * c ^ 2) * weight v = 0 := by rw [hb]; ring
    have hne : -2 * c ^ 2 ≠ 0 := by
      have := pow_pos hc 2
      linarith
    have hv : v = 0 := eq_zero_of_weight v ((mul_eq_zero.1 hz).resolve_left hne)
    subst hv
    have h1 := ((eigen_iff c X _ 0 w).1 h).1
    rw [smul_zero] at h1
    exact ⟨w, (smul_eq_zero.1 h1).resolve_left (Complex.ofReal_ne_zero.2 hc.ne'), rfl⟩
  · rintro ⟨w, hw, rfl⟩
    have he : ((-2 * c ^ 2 : ℝ) : ℂ) + 2 * (c : ℂ) ^ 2 = 0 := by push_cast; ring
    rw [eigen_iff, hw, he, mulVec_zero, smul_zero, smul_zero, smul_zero, zero_smul]
    exact ⟨rfl, rfl⟩

/-- The dimension of the eigenspace at `-2c²` and the rank of `X` add up to the number of small
basis functions. -/
theorem finrank_lowerEdgeSpace (c : ℝ) (hc : 0 < c) (X : Matrix m n ℂ) :
    Module.finrank ℂ (lowerEdgeSpace c X) + X.rank = Fintype.card m := by
  have hmap : lowerEdgeSpace c X = (LinearMap.ker Xᴴ.mulVecLin).map (smallEmbed m n) := by
    ext u
    rw [mem_lowerEdgeSpace_iff c hc, Submodule.mem_map]
    constructor
    · rintro ⟨w, hw, rfl⟩
      exact ⟨w, LinearMap.mem_ker.2 hw, rfl⟩
    · rintro ⟨w, hw, rfl⟩
      exact ⟨w, LinearMap.mem_ker.1 hw, rfl⟩
  have hinj : Function.Injective (smallEmbed m n) := fun a b h =>
    funext fun i => congrFun h (Sum.inr i)
  have h1 := (Submodule.equivMapOfInjective (smallEmbed m n) hinj
    (LinearMap.ker Xᴴ.mulVecLin)).finrank_eq
  -- rank-nullity for `X*`, whose rank is that of `X`
  have h2 := Xᴴ.mulVecLin.finrank_range_add_finrank_ker
  have h3 : Module.finrank ℂ (LinearMap.range Xᴴ.mulVecLin) = X.rank := rank_conjTranspose X
  rw [Module.finrank_fintype_fun_eq_card] at h2
  rw [hmap, ← h1]
  omega

/-- The free Dirac matrix has no eigenvalue strictly between `-2c²` and `0`; its eigenspace at
`-2c²` consists of the spinors `(0, w)` with `X* w = 0` and has dimension `m - rank X ≥ m - n`. -/
theorem free_dirac_gap (c : ℝ) (hc : 0 < c) (X : Matrix m n ℂ) :
    (∀ E : ℝ, -2 * c ^ 2 < E → E < 0 →
      ¬ Module.End.HasEigenvalue (freeDirac c X).mulVecLin (E : ℂ)) ∧
    (∀ u : n ⊕ m → ℂ, u ∈ lowerEdgeSpace c X ↔
      ∃ w : m → ℂ, Xᴴ *ᵥ w = 0 ∧ u = Sum.elim (0 : n → ℂ) w) ∧
    Module.finrank ℂ (lowerEdgeSpace c X) + X.rank = Fintype.card m ∧
    Fintype.card m ≤ Module.finrank ℂ (lowerEdgeSpace c X) + Fintype.card n := by
  have hd := finrank_lowerEdgeSpace c hc X
  have hr := X.rank_le_card_width
  refine ⟨fun E hlo hhi h => ?_, mem_lowerEdgeSpace_iff c hc X, hd, by omega⟩
  obtain ⟨u, hu⟩ := h.exists_hasEigenvector
  obtain ⟨v, w, rfl⟩ : ∃ v w, u = Sum.elim v w := ⟨_, _, (Sum.elim_comp_inl_inr u).symm⟩
  have hb := weight_balance c X E v w hu.apply_eq_smul
  have hv0 : 0 ≤ weight v := Finset.sum_nonneg fun i _ => sq_nonneg _
  have hw0 : 0 ≤ weight w := Finset.sum_nonneg fun i _ => sq_nonneg _
  have hpos : 0 < E + 2 * c ^ 2 := by linarith
  -- the two sides of the balance have opposite signs, so both vanish
  have s1 : 0 ≤ (-E) * weight v := mul_nonneg (by linarith) hv0
  have s2 : 0 ≤ (E + 2 * c ^ 2) * weight w := mul_nonneg hpos.le hw0
  have z1 : E * weight v = 0 := by linarith
  have z2 : (E + 2 * c ^ 2) * weight w = 0 := by linarith
  have hv := eq_zero_of_weight v ((mul_eq_zero.1 z1).resolve_left hhi.ne)
  have hw := eq_zero_of_weight w ((mul_eq_zero.1 z2).resolve_left hpos.ne')
  apply hu.2
  rw [hv, hw]
  ext i
  rcases i with i | i <;> rfl

/-- The energy `-2c²` is an eigenvalue exactly when the rank of `X` is smaller than the number of
small basis functions. -/
theorem lower_edge_eigenvalue_iff (c : ℝ) (hc : 0 < c) (X : Matrix m n ℂ) :
    Module.End.HasEigenvalue (freeDirac c X).mulVecLin ((-2 * c ^ 2 : ℝ) : ℂ) ↔
      X.rank < Fintype.card m := by
  have hd := finrank_lowerEdgeSpace c hc X
  have hz : Module.finrank ℂ (lowerEdgeSpace c X) = 0 ↔ lowerEdgeSpace c X = ⊥ :=
    Submodule.finrank_eq_zero
  rw [Module.End.hasEigenvalue_iff]
  change lowerEdgeSpace c X ≠ ⊥ ↔ _
  rw [ne_eq, ← hz]
  omega

end

end FreeDiracGap
```

```lean
#print axioms FreeDiracGap.kinetic_balance_iff
#print axioms FreeDiracGap.free_dirac_gap
#print axioms FreeDiracGap.lower_edge_eigenvalue_iff
```

```
'FreeDiracGap.kinetic_balance_iff' depends on axioms: [propext, Classical.choice, Quot.sound]
'FreeDiracGap.free_dirac_gap' depends on axioms: [propext, Classical.choice, Quot.sound]
'FreeDiracGap.lower_edge_eigenvalue_iff' depends on axioms: [propext, Classical.choice, Quot.sound]
```

## Spinors, blocks and the four statements

In the code, `m` and `n` are finite index types; in the prose, m and n are also their sizes. A spinor is a function on `n ⊕ m`, written `Sum.elim v w`, with large component v and small component w. The conjugate transpose X\* is `Xᴴ`, and `weight v` is ‖v‖², the sum of squared moduli.

The main theorem, `free_dirac_gap`, makes four statements for c > 0:

- No real E with −2c² < E < 0 is an eigenvalue of H.
- A vector lies in `lowerEdgeSpace c X`, the eigenspace at −2c², exactly when it has the form (0, w) with X\*w = 0.
- The dimension d of that space satisfies d + rank X = m.
- Consequently, m ≤ d + n.

The last two are written as sums because subtraction of natural numbers in Lean stops at zero. The eigenspace contains the zero vector and may contain nothing else: `lower_edge_eigenvalue_iff` says that −2c² is an eigenvalue exactly when rank X < m.

## A free electron in a finite spinor basis

The matrix represents the Dirac Hamiltonian of a free electron in atomic units, with the rest energy subtracted. Positive-energy states then start at 0 and negative-energy states lie at or below −2c². The constant c is the speed of light, of which only positivity is used.

Let χᴸ_j be the large basis functions and χˢ_i the small ones, each set orthonormal. Then

X_ij = ⟨χˢ_i | σ·p | χᴸ_j⟩,

where σ·p is the product of the Pauli matrices with the momentum. Orthonormality is built into the model: the small-small block is −2c² times the identity, and the eigenvalue problem has no overlap matrix. Gaussian functions must therefore be orthonormalised first.

The condition X\*w = 0 says that the small function with coefficients w is orthogonal to σ·p χᴸ_j for every j. Such a function has no coupling to the large basis, so it stays at −2c².

For four-component electronic structure, the result identifies the uncoupled small-component states of a finite basis, for a free electron only. There is no nuclear potential or electron repulsion here; an attractive nucleus can place bound states inside the gap.

## One coupling term, two weights

Written out by components, Hu = Eu for u = (v, w) is the pair

cX\*w = Ev,

cXv = (E + 2c²)w.

This is `eigen_iff`. Take E real. Multiplying the first equation on the left by v\* gives

c v\*X\*w = E‖v‖².

Taking the conjugate transpose of the second and multiplying on the right by w gives

c v\*X\*w = (E + 2c²)‖w‖².

The left sides agree, hence

E‖v‖² = (E + 2c²)‖w‖².

This identity is `weight_balance`. In its proof, `e1` and `e2` are the two products above, and `star_dot_self` turns v\*v into a weight.

**Inside the gap.** If −2c² < E < 0, the left side of the identity is at most zero and the right side is at least zero. Both vanish, and since neither E nor E + 2c² is zero, ‖v‖² = ‖w‖² = 0. By `eq_zero_of_weight`, v = 0 and w = 0, whereas an eigenvector must be nonzero. The proof of `free_dirac_gap` obtains the same contradiction from the sign inequalities `s1` and `s2`.

**At the lower edge.** If E = −2c², the identity becomes

−2c²‖v‖² = 0,

so v = 0. The first component equation is then cX\*w = 0, and c > 0 gives X\*w = 0. Conversely, if v = 0 and X\*w = 0, both component equations read 0 = 0. This is `mem_lowerEdgeSpace_iff`.

**The dimension.** The map w ↦ (0, w), called `smallEmbed`, is injective and carries the kernel of X\* onto the eigenspace. Rank-nullity for X\*, together with rank X\* = rank X, gives

d = dim ker X\* = m − rank X.

This is `finrank_lowerEdgeSpace`. Since rank X ≤ n, also d ≥ m − n. The eigenvalue criterion follows because d > 0 exactly when rank X < m.

## Kinetic balance away from the lower edge

If E + 2c² ≠ 0, the second component equation can be solved for w:

w = c(E + 2c²)⁻¹Xv.

Inserting this into the first and multiplying by E + 2c² gives

c²X\*Xv = E(E + 2c²)v.

Conversely, the formula for w restores the second equation, and dividing the equation for v by E + 2c² restores the first. `kinetic_balance_iff` proves this equivalence, also for complex E. The balance is exact within the matrix model: Xv contains only the part of σ·p v that the small basis can represent.

## Counting the states at −2c² in a calculation

Take one s-type Gaussian with two spin states, so n = 2. Unrestricted kinetic balance generates the small basis from its three derivatives, each with two spin states, so m = 6. The two functions σ·p χᴸ_j are independent, which gives rank X = 2 and four states at −2c². These are the p₃/₂ functions; the p₁/₂ pair couples to the large component. Restricted kinetic balance keeps only the span of the σ·p χᴸ_j, and leaves no state at −2c².

In a program, one can switch off all potentials, orthonormalise both bases, diagonalise H and compare the number of eigenvalues at −2c², within a tolerance, with m − rank X. An empty gap by itself says little about basis quality: with X = 0 the gap is also empty, although all kinetic coupling has been lost.
